# The best single Gaussian for a hydrogenic atom: energy \(-4Z^2/(3\pi)\), above \(-Z^2/2\)

A poorly chosen exponent in the trial function \(e^{-ar^2}\) can give hydrogen a positive energy: \(a=2\) yields \(3-4/\sqrt\pi>0\). The excess of such a trial energy over the exact one has two parts: the error from the exponent, measured from the minimum over \(a\), and the error of the Gaussian shape, which remains at that minimum. This one-parameter, one-electron model separates the two, a small case of exponent optimisation in a Gaussian basis. The variational principle bounds every trial energy below by the ground-state energy; here \(-Z^2/2\) is only shown to be the energy of \(e^{-Zr}\), and its being the bottom of the spectrum is left unproved.

## Setting

Units are atomic, the nucleus is a fixed point charge \(Z\), and states are real functions of \(r\) alone, with
\[ H=-\tfrac12\Big(\partial_r^2+\tfrac2r\partial_r\Big)-\frac Zr,\qquad E[\psi]=\frac{\int_0^\infty r^2\psi H\psi\,dr}{\int_0^\infty r^2\psi^2\,dr}. \]
The angular factor \(4\pi\) cancels. `Ioi (0 : ℝ)` is the half-line \(r>0\), and \(H\) acts pointwise, with no Hilbert space or operator domain.

```lean
import Mathlib

open Real Set MeasureTheory

namespace GaussianHydrogen

noncomputable section

/-- Laplacian of a spherically symmetric function: `ψ'' + (2/r) ψ'`. -/
def radialLaplacian (ψ : ℝ → ℝ) (r : ℝ) : ℝ :=
  deriv (deriv ψ) r + 2 / r * deriv ψ r

/-- Hydrogenic Hamiltonian `-½∇² - Z/r` in atomic units, acting on a spherically symmetric
function. -/
def hamiltonian (Z : ℝ) (ψ : ℝ → ℝ) (r : ℝ) : ℝ :=
  -(1 / 2) * radialLaplacian ψ r - Z / r * ψ r

/-- Rayleigh quotient `⟨ψ|H|ψ⟩ / ⟨ψ|ψ⟩` of a real spherically symmetric function, written with
radial integrals of weight `r²`. -/
def energy (Z : ℝ) (ψ : ℝ → ℝ) : ℝ :=
  (∫ r in Ioi (0 : ℝ), r ^ 2 * (ψ r * hamiltonian Z ψ r)) / ∫ r in Ioi (0 : ℝ), r ^ 2 * ψ r ^ 2
```

The two states are \(\psi_a=e^{-ar^2}\) and \(e^{-Zr}\), both unnormalised.

```lean
/-- Gaussian trial function `exp (-a r²)`. -/
def gaussian (a r : ℝ) : ℝ := exp (-a * r ^ 2)

/-- Exponential function `exp (-Z r)`. -/
def slater (Z r : ℝ) : ℝ := exp (-Z * r)
```

`trialEnergy` and `optimalExponent` only name the formulas \(E(a)\) and \(a^*\); part (e) ties the first to \(H\). `gaussMoment n b` is \(M_n(b)=\int_0^\infty r^ne^{-br^2}dr\).

```lean
/-- The function `E(a) = 3a/2 - 2Z √(2a/π)` of the Gaussian exponent. -/
def trialEnergy (Z a : ℝ) : ℝ := 3 * a / 2 - 2 * Z * √(2 * a / π)

/-- The exponent `8Z²/(9π)`. -/
def optimalExponent (Z : ℝ) : ℝ := 8 * Z ^ 2 / (9 * π)

/-- Radial Gaussian moment `∫₀^∞ rⁿ exp (-b r²) dr`. -/
def gaussMoment (n : ℕ) (b : ℝ) : ℝ := ∫ r in Ioi (0 : ℝ), r ^ n * exp (-b * r ^ 2)
```

## (a) Evaluate \(M_n(b)\) for \(b>0\)

Put \(t=br^2\), so \(dr=dt/(2\sqrt{bt})\). Then
\[ M_n=\frac{1}{2b^{(n+1)/2}}\int_0^\infty t^{(n-1)/2}e^{-t}dt=\frac{\Gamma\big(\tfrac{n+1}{2}\big)}{2\sqrt b^{\,n+1}}. \]
The substitution is taken from `integral_rpow_mul_exp_neg_mul_rpow`, and `key` rewrites the power of \(b\).

```lean
/-- For `b > 0` the `n`-th radial Gaussian moment is `Γ((n+1)/2) / (2 √b^(n+1))`. -/
theorem gaussMoment_eq (n : ℕ) {b : ℝ} (hb : 0 < b) :
    gaussMoment n b = Gamma (((n : ℝ) + 1) / 2) / (2 * √b ^ (n + 1)) := by
  have hn : (-1 : ℝ) < n := by
    have : (0 : ℝ) ≤ n := Nat.cast_nonneg n
    linarith
  have h := integral_rpow_mul_exp_neg_mul_rpow (p := 2) (q := (n : ℝ)) (b := b)
    (by norm_num) hn hb
  have h' : gaussMoment n b
      = b ^ (-((n : ℝ) + 1) / 2) * (1 / 2) * Gamma (((n : ℝ) + 1) / 2) := by
    simpa only [gaussMoment, Real.rpow_natCast, Real.rpow_two] using h
  have key : b ^ (-((n : ℝ) + 1) / 2) = (√b ^ (n + 1))⁻¹ := by
    rw [Real.sqrt_eq_rpow, ← Real.rpow_natCast, ← Real.rpow_mul hb.le, ← Real.rpow_neg hb.le]
    congr 1
    push_cast
    ring
  rw [h', key]
  ring
```

## (b) Show that \(r^ne^{-br^2}\) is integrable on \(r>0\)

The integrand is nonnegative and its integral in (a) is finite. Lean assigns a non-integrable function the integral zero (`integral_undef`), so the positive value in (a) gives a contradiction.

```lean
/-- For `b > 0` the function `rⁿ exp (-b r²)` is integrable on `r > 0`. -/
theorem gaussMoment_integrable (n : ℕ) {b : ℝ} (hb : 0 < b) :
    IntegrableOn (fun r : ℝ => r ^ n * exp (-b * r ^ 2)) (Ioi 0) := by
  by_contra hn
  have h0 : gaussMoment n b = 0 := by
    unfold gaussMoment
    exact integral_undef hn
  have hs : 0 < √b := Real.sqrt_pos.mpr hb
  have hpos : 0 < Gamma (((n : ℝ) + 1) / 2) / (2 * √b ^ (n + 1)) :=
    div_pos (Real.Gamma_pos_of_pos (by positivity)) (by positivity)
  rw [← gaussMoment_eq n hb, h0] at hpos
  exact lt_irrefl _ hpos
```

## (c) Find \(M_1\), \(M_2\), \(M_4\)

From \(\Gamma(x+1)=x\Gamma(x)\) and \(\Gamma(\tfrac12)=\sqrt\pi\) follow \(\Gamma(\tfrac32)=\sqrt\pi/2\) and \(\Gamma(\tfrac52)=3\sqrt\pi/4\), while \(\Gamma(1)=1\). These are `g3`, `g5`, `g1`. Hence
\[ M_1=\frac1{2b},\qquad M_2=\frac{\sqrt\pi}{4b\sqrt b},\qquad M_4=\frac{3\sqrt\pi}{8b^2\sqrt b}. \]

```lean
/-- Closed forms of the first, second and fourth radial Gaussian moments for `b > 0`. -/
theorem gaussMoment_values {b : ℝ} (hb : 0 < b) :
    gaussMoment 1 b = 1 / (2 * b) ∧ gaussMoment 2 b = √π / (4 * b * √b) ∧
      gaussMoment 4 b = 3 * √π / (8 * b ^ 2 * √b) := by
  have hs : √b ^ 2 = b := Real.sq_sqrt hb.le
  -- Γ(1) = 1, Γ(3/2) = √π/2, Γ(5/2) = 3√π/4
  have g1 : Gamma ((((1 : ℕ) : ℝ) + 1) / 2) = 1 := by
    rw [show (((1 : ℕ) : ℝ) + 1) / 2 = 1 by norm_num, Real.Gamma_one]
  have g3 : Gamma ((((2 : ℕ) : ℝ) + 1) / 2) = √π / 2 := by
    rw [show (((2 : ℕ) : ℝ) + 1) / 2 = 1 / 2 + 1 by norm_num,
      Real.Gamma_add_one (show (1 / 2 : ℝ) ≠ 0 by norm_num), Real.Gamma_one_half_eq]
    ring
  have g5 : Gamma ((((4 : ℕ) : ℝ) + 1) / 2) = 3 * √π / 4 := by
    rw [show (((4 : ℕ) : ℝ) + 1) / 2 = (((2 : ℕ) : ℝ) + 1) / 2 + 1 by norm_num,
      Real.Gamma_add_one (show (((2 : ℕ) : ℝ) + 1) / 2 ≠ 0 by norm_num), g3]
    push_cast
    ring
  have p2 : √b ^ (1 + 1) = b := hs
  have p3 : √b ^ (2 + 1) = b * √b := by rw [pow_succ, hs]
  have p5 : √b ^ (4 + 1) = b ^ 2 * √b := by
    calc √b ^ (4 + 1) = (√b ^ 2) ^ 2 * √b := by ring
      _ = b ^ 2 * √b := by rw [hs]
  refine ⟨?_, ?_, ?_⟩
  · rw [gaussMoment_eq 1 hb, g1, p2]
  · rw [gaussMoment_eq 2 hb, g3, p3]
    ring
  · rw [gaussMoment_eq 4 hb, g5, p5]
    ring
```

## (d) Apply \(H\) to the Gaussian for \(r\ne0\)

Here \(\psi_a'=-2ar\psi_a\) (`h1`) and \(\psi_a''=(-2a+4a^2r^2)\psi_a\) (`h2`). The term \((2/r)\psi_a'\) equals \(-4a\psi_a\), using \(r\,r^{-1}=1\) (`hr'`). The Laplacian is \((4a^2r^2-6a)\psi_a\), so \(H\psi_a=(3a-2a^2r^2-Z/r)\psi_a\).

```lean
/-- Away from the nucleus, `H` acts on the Gaussian as multiplication by
`3a - 2a²r² - Z/r`. -/
theorem hamiltonian_gaussian (Z a : ℝ) {r : ℝ} (hr : r ≠ 0) :
    hamiltonian Z (gaussian a) r = (3 * a - 2 * a ^ 2 * r ^ 2 - Z / r) * gaussian a r := by
  have h1 : ∀ x, HasDerivAt (gaussian a) (-2 * a * x * gaussian a x) x := by
    intro x
    have hp : HasDerivAt (fun y : ℝ => y ^ 2) (2 * x) x := by
      simpa using hasDerivAt_pow 2 x
    have h : HasDerivAt (fun y : ℝ => exp (-a * y ^ 2)) (exp (-a * x ^ 2) * (-a * (2 * x))) x :=
      (hp.const_mul (-a)).exp
    exact h.congr_deriv (by unfold gaussian; ring)
  have d1 : deriv (gaussian a) = fun x => -2 * a * x * gaussian a x :=
    funext fun x => (h1 x).deriv
  have hl : HasDerivAt (fun x : ℝ => -2 * a * x) (-2 * a) r :=
    ((hasDerivAt_id' r).const_mul (-2 * a)).congr_deriv (mul_one _)
  have h2 : HasDerivAt (fun x => -2 * a * x * gaussian a x)
      (-2 * a * gaussian a r + -2 * a * r * (-2 * a * r * gaussian a r)) r :=
    hl.fun_mul (h1 r)
  have hr' : r * r⁻¹ = 1 := mul_inv_cancel₀ hr
  unfold hamiltonian radialLaplacian
  rw [(h1 r).deriv, d1, h2.deriv]
  linear_combination (2 * a * gaussian a r) * hr'
```

## (e) Compute the Gaussian energy for \(a>0\) and any real \(Z\)

Since \(\psi_a^2=e^{-2ar^2}\), set \(b=2a\). The numerator is \(3aM_2-2a^2M_4-ZM_1\) (`hnum`, split termwise by (b)) and the denominator is \(M_2\) (`hden`). With \(M_4/M_2=3/(4a)\) and \(M_1/M_2=2\sqrt{2a/\pi}\),
\[ E[\psi_a]=3a-\frac{3a}{2}-2Z\sqrt{\frac{2a}{\pi}}=\frac{3a}2-2Z\sqrt{\frac{2a}{\pi}}. \]
The division is `alg`. For \(a\le0\) the function is not normalisable.

```lean
/-- For `a > 0` the Rayleigh quotient of the Gaussian is `3a/2 - 2Z √(2a/π)`. -/
theorem energy_gaussian (Z : ℝ) {a : ℝ} (ha : 0 < a) :
    energy Z (gaussian a) = trialEnergy Z a := by
  have hb : 0 < 2 * a := by positivity
  have hsq : ∀ r, gaussian a r ^ 2 = exp (-(2 * a) * r ^ 2) := by
    intro r
    have : -(2 * a) * r ^ 2 = -a * r ^ 2 + -a * r ^ 2 := by ring
    rw [this, Real.exp_add]
    unfold gaussian
    ring
  -- the energy density is a combination of three Gaussian moments
  have e : ∫ r in Ioi (0 : ℝ), r ^ 2 * (gaussian a r * hamiltonian Z (gaussian a) r)
      = ∫ r in Ioi (0 : ℝ), (3 * a * (r ^ 2 * exp (-(2 * a) * r ^ 2))
        - 2 * a ^ 2 * (r ^ 4 * exp (-(2 * a) * r ^ 2))
        - Z * (r ^ 1 * exp (-(2 * a) * r ^ 2))) := by
    refine setIntegral_congr_fun measurableSet_Ioi (fun r hr => ?_)
    have hr0 : r ≠ 0 := (show (0 : ℝ) < r from hr).ne'
    have hr' : r * r⁻¹ = 1 := mul_inv_cancel₀ hr0
    rw [hamiltonian_gaussian Z a hr0, ← hsq r]
    linear_combination (-Z * r * gaussian a r ^ 2) * hr'
  have j1 : Integrable (fun r : ℝ => Z * (r ^ 1 * exp (-(2 * a) * r ^ 2)))
      (volume.restrict (Ioi 0)) := (gaussMoment_integrable 1 hb).const_mul _
  have j2 : Integrable (fun r : ℝ => 3 * a * (r ^ 2 * exp (-(2 * a) * r ^ 2)))
      (volume.restrict (Ioi 0)) := (gaussMoment_integrable 2 hb).const_mul _
  have j4 : Integrable (fun r : ℝ => 2 * a ^ 2 * (r ^ 4 * exp (-(2 * a) * r ^ 2)))
      (volume.restrict (Ioi 0)) := (gaussMoment_integrable 4 hb).const_mul _
  have j24 : Integrable (fun r : ℝ => 3 * a * (r ^ 2 * exp (-(2 * a) * r ^ 2))
      - 2 * a ^ 2 * (r ^ 4 * exp (-(2 * a) * r ^ 2))) (volume.restrict (Ioi 0)) := j2.sub j4
  have hnum : ∫ r in Ioi (0 : ℝ), r ^ 2 * (gaussian a r * hamiltonian Z (gaussian a) r)
      = 3 * a * gaussMoment 2 (2 * a) - 2 * a ^ 2 * gaussMoment 4 (2 * a)
        - Z * gaussMoment 1 (2 * a) := by
    rw [e, integral_sub j24 j1, integral_sub j2 j4]
    simp only [integral_const_mul, gaussMoment]
  have hden : ∫ r in Ioi (0 : ℝ), r ^ 2 * gaussian a r ^ 2 = gaussMoment 2 (2 * a) := by
    simp only [hsq, gaussMoment]
  obtain ⟨m1, m2, m4⟩ := gaussMoment_values hb
  have ha0 : a ≠ 0 := ha.ne'
  have alg : ∀ s p : ℝ, s ≠ 0 → p ≠ 0 →
      (3 * a * (p / (4 * (2 * a) * s)) - 2 * a ^ 2 * (3 * p / (8 * (2 * a) ^ 2 * s))
        - Z * (1 / (2 * (2 * a)))) / (p / (4 * (2 * a) * s)) = 3 * a / 2 - 2 * Z * (s / p) := by
    intro s p hs hp
    field_simp
    ring
  unfold energy trialEnergy
  rw [hnum, hden, m1, m2, m4, Real.sqrt_div hb.le π]
  exact alg _ _ (Real.sqrt_pos.mpr hb).ne' (Real.sqrt_pos.mpr Real.pi_pos).ne'
```

## (f) Show \(He^{-Zr}=-\tfrac{Z^2}{2}e^{-Zr}\) on \(r>0\)

With \(\psi'=-Z\psi\) and \(\psi''=Z^2\psi\), the kinetic part is \((-Z^2/2+Z/r)\psi\), and the Coulomb term cancels \(Z/r\); `ring` does this. `EqOn` states equality on the half-line, and `-Z ^ 2 / 2` means \(-(Z^2)/2\).

```lean
/-- On `r > 0` the function `exp (-Z r)` satisfies `H ψ = -(Z²/2) ψ`. -/
theorem hamiltonian_slater (Z : ℝ) :
    EqOn (hamiltonian Z (slater Z)) (fun r => -Z ^ 2 / 2 * slater Z r) (Ioi 0) := by
  intro r _
  have h1 : ∀ x, HasDerivAt (slater Z) (-Z * slater Z x) x := by
    intro x
    have h : HasDerivAt (fun y : ℝ => exp (-Z * y)) (exp (-Z * x) * (-Z * 1)) x :=
      ((hasDerivAt_id' x).const_mul (-Z)).exp
    exact h.congr_deriv (by unfold slater; ring)
  have d1 : deriv (slater Z) = fun x => -Z * slater Z x := funext fun x => (h1 x).deriv
  have h2 : HasDerivAt (fun x => -Z * slater Z x) (-Z * (-Z * slater Z r)) r :=
    (h1 r).const_mul (-Z)
  show hamiltonian Z (slater Z) r = -Z ^ 2 / 2 * slater Z r
  unfold hamiltonian radialLaplacian
  rw [(h1 r).deriv, d1, h2.deriv]
  -- the 1/r term of the Laplacian cancels the Coulomb term
  ring
```

## (g) Find the energy of \(e^{-Zr}\) for \(Z>0\)

By (f) the numerator is \(-Z^2/2\) times the norm \(\int_0^\infty r^2e^{-2Zr}dr=\Gamma(3)/(2Z)^3\). The norm is positive (`hden`), so it cancels and the energy is \(-Z^2/2\).

```lean
/-- For `Z > 0` the Rayleigh quotient of `exp (-Z r)` is `-Z²/2`. -/
theorem energy_slater {Z : ℝ} (hZ : 0 < Z) : energy Z (slater Z) = -Z ^ 2 / 2 := by
  have hb : 0 < 2 * Z := by positivity
  have hsq : ∀ r, slater Z r ^ 2 = exp (-(2 * Z) * r) := by
    intro r
    have : -(2 * Z) * r = -Z * r + -Z * r := by ring
    rw [this, Real.exp_add]
    unfold slater
    ring
  -- the norm is positive
  have hpos : 0 < ∫ x in Ioi (0 : ℝ), x ^ (2 : ℝ) * exp (-(2 * Z) * x ^ (1 : ℝ)) := by
    have h := integral_rpow_mul_exp_neg_mul_rpow (p := 1) (q := 2) (b := 2 * Z)
      (by norm_num) (by norm_num) hb
    rw [h]
    exact mul_pos (mul_pos (Real.rpow_pos_of_pos hb _) (by norm_num))
      (Real.Gamma_pos_of_pos (by norm_num))
  have hden : 0 < ∫ r in Ioi (0 : ℝ), r ^ 2 * slater Z r ^ 2 := by
    simpa only [hsq, Real.rpow_two, Real.rpow_one] using hpos
  have e : ∫ r in Ioi (0 : ℝ), r ^ 2 * (slater Z r * hamiltonian Z (slater Z) r)
      = ∫ r in Ioi (0 : ℝ), -Z ^ 2 / 2 * (r ^ 2 * slater Z r ^ 2) := by
    refine setIntegral_congr_fun measurableSet_Ioi (fun r hr => ?_)
    have hH : hamiltonian Z (slater Z) r = -Z ^ 2 / 2 * slater Z r := hamiltonian_slater Z hr
    rw [hH]
    ring
  unfold energy
  rw [e, integral_const_mul, mul_div_assoc, div_self hden.ne', mul_one]
```

## (h) Complete the square in \(E(a)\) for \(a\ge0\)

Let \(s=\sqrt{2a/\pi}\), so \(a=\pi s^2/2\). Then
\[ E=\frac{3\pi}{4}s^2-2Zs=\frac{3\pi}{4}\Big(s-\frac{4Z}{3\pi}\Big)^2-\frac{4Z^2}{3\pi}. \]
`linear_combination` checks this from \(s^2=2a/\pi\) (`hs`) and \(\pi\pi^{-1}=1\).

```lean
/-- For `a ≥ 0`, `E(a)` equals `(3π/4) (√(2a/π) - 4Z/(3π))² - 4Z²/(3π)`. -/
theorem trialEnergy_complete_square (Z : ℝ) {a : ℝ} (ha : 0 ≤ a) :
    trialEnergy Z a
      = 3 * π / 4 * (√(2 * a / π) - 4 * Z / (3 * π)) ^ 2 - 4 * Z ^ 2 / (3 * π) := by
  have hs : √(2 * a / π) ^ 2 = 2 * a / π := Real.sq_sqrt (by positivity)
  have hπ : π * π⁻¹ = 1 := mul_inv_cancel₀ Real.pi_ne_zero
  unfold trialEnergy
  linear_combination (-(3 * π / 4)) * hs
    + (2 * Z * √(2 * a / π) - 4 / 3 * Z ^ 2 * π⁻¹ - 3 * a / 2) * hπ
```

## (i) Locate the minimum for \(Z>0\), \(a>0\)

The square is nonnegative, so \(E(a)\ge-4Z^2/(3\pi)\). Equality forces \(s=4Z/(3\pi)\), hence \(a=\pi s^2/2=8Z^2/(9\pi)=a^*\). Conversely, at \(a^*\) one has \(s=|4Z/(3\pi)|=4Z/(3\pi)\). The three bullets of the proof are these three steps. For \(Z\le0\) both terms of \(E\) are nondecreasing and the first is strictly increasing, so no minimum over \(a>0\) exists.

```lean
/-- For `Z > 0` and `a > 0`, `E(a) ≥ -4Z²/(3π)`, with equality exactly when `a = 8Z²/(9π)`. -/
theorem trialEnergy_minimum {Z a : ℝ} (hZ : 0 < Z) (ha : 0 < a) :
    -(4 * Z ^ 2 / (3 * π)) ≤ trialEnergy Z a ∧
      (trialEnergy Z a = -(4 * Z ^ 2 / (3 * π)) ↔ a = optimalExponent Z) := by
  have h := trialEnergy_complete_square Z ha.le
  have hc : 0 < 3 * π / 4 := by positivity
  have hπ : π * π⁻¹ = 1 := mul_inv_cancel₀ Real.pi_ne_zero
  refine ⟨?_, ?_, ?_⟩
  · have := mul_nonneg hc.le (sq_nonneg (√(2 * a / π) - 4 * Z / (3 * π)))
    linarith
  · intro he
    -- the square must vanish
    have h0 : 3 * π / 4 * (√(2 * a / π) - 4 * Z / (3 * π)) ^ 2 = 0 := by linarith
    have h1 : √(2 * a / π) = 4 * Z / (3 * π) := by
      have h2 := (mul_eq_zero.mp h0).resolve_left hc.ne'
      have h3 := (pow_eq_zero_iff two_ne_zero).mp h2
      linarith
    have hs : √(2 * a / π) ^ 2 = 2 * a / π := Real.sq_sqrt (by positivity)
    rw [h1] at hs
    unfold optimalExponent
    linear_combination (-(π / 2)) * hs + (8 / 9 * Z ^ 2 * π⁻¹ - a) * hπ
  · intro he
    have hsq : √(2 * optimalExponent Z / π) = 4 * Z / (3 * π) := by
      have h2 : 2 * optimalExponent Z / π = (4 * Z / (3 * π)) ^ 2 := by
        unfold optimalExponent
        ring
      have h3 : 0 ≤ 4 * Z / (3 * π) := by positivity
      rw [h2, Real.sqrt_sq h3]
    rw [h, he, hsq]
    ring
```

## (j) State the result for the Rayleigh quotient

For \(Z>0\), show five things: \(a^*>0\); \(E[\psi_{a^*}]=-4Z^2/(3\pi)\); every other \(a>0\) gives a strictly larger energy; \(E[e^{-Zr}]=-Z^2/2\); and \(E[e^{-Zr}]<E[\psi_{a^*}]\).

The first holds because \(Z^2>0\). Part (e) transfers (i) to `energy`: the bound together with the equality condition gives the second and third. The fourth is (g). The last reduces to \(4Z^2/(3\pi)<Z^2/2\), that is \(\pi>8/3\), which `hgap` draws from `Real.pi_gt_three`. The minimum is over single Gaussians centred on the nucleus; sums of Gaussians and states with angular dependence are not covered.

```lean
/-- For `Z > 0` the Gaussian Rayleigh quotient over `a > 0` has its unique minimum at
`a = 8Z²/(9π)` with value `-4Z²/(3π)`, strictly above the energy `-Z²/2` of `exp (-Z r)`. -/
theorem gaussian_variational_minimum {Z : ℝ} (hZ : 0 < Z) :
    0 < optimalExponent Z ∧
      energy Z (gaussian (optimalExponent Z)) = -(4 * Z ^ 2 / (3 * π)) ∧
      (∀ a, 0 < a → a ≠ optimalExponent Z →
        energy Z (gaussian (optimalExponent Z)) < energy Z (gaussian a)) ∧
      energy Z (slater Z) = -Z ^ 2 / 2 ∧
      energy Z (slater Z) < energy Z (gaussian (optimalExponent Z)) := by
  have h0 : 0 < optimalExponent Z := by
    unfold optimalExponent
    positivity
  have h1 : energy Z (gaussian (optimalExponent Z)) = -(4 * Z ^ 2 / (3 * π)) := by
    rw [energy_gaussian Z h0]
    exact (trialEnergy_minimum hZ h0).2.mpr rfl
  refine ⟨h0, h1, ?_, energy_slater hZ, ?_⟩
  · intro a ha hne
    rw [h1, energy_gaussian Z ha]
    obtain ⟨hle, hiff⟩ := trialEnergy_minimum hZ ha
    exact lt_of_le_of_ne hle (fun he => hne (hiff.mp he.symm))
  · -- the gap is strict because π > 8/3
    have hZ2 : 0 < Z ^ 2 := by positivity
    have h3 : 0 < 3 * π := by positivity
    have hgap : 4 * Z ^ 2 / (3 * π) < Z ^ 2 / 2 := by
      rw [div_lt_iff₀ h3]
      nlinarith [mul_pos hZ2 (sub_pos.mpr Real.pi_gt_three)]
    rw [h1, energy_slater hZ]
    linarith
```

## (k) Specialise to hydrogen

Show that \(E[\psi_a]=3a/2-2\sqrt{2a/\pi}\) for \(a>0\), that it equals \(-4/(3\pi)\) at \(a=8/(9\pi)\) and is strictly larger at every other \(a>0\), that \(e^{-r}\) has energy \(-\tfrac12\), and that \(-\tfrac12<-4/(3\pi)\).

Set \(Z=1\) in (e) and (j). The steps `e` and `v` simplify \(a^*\) and the minimum value, which is about \(-0.424\) hartree.

```lean
/-- Hydrogen, `Z = 1`: the Gaussian energy is `3a/2 - 2√(2a/π)`, its unique minimum over `a > 0`
is `-4/(3π)` at `a = 8/(9π)`, and this exceeds the energy `-1/2` of `exp (-r)`. -/
theorem hydrogen_gaussian_minimum :
    (∀ a, 0 < a → energy 1 (gaussian a) = 3 * a / 2 - 2 * √(2 * a / π)) ∧
      energy 1 (gaussian (8 / (9 * π))) = -4 / (3 * π) ∧
      (∀ a, 0 < a → a ≠ 8 / (9 * π) → -4 / (3 * π) < energy 1 (gaussian a)) ∧
      energy 1 (slater 1) = -1 / 2 ∧
      (-1 / 2 : ℝ) < -4 / (3 * π) := by
  have e : optimalExponent 1 = 8 / (9 * π) := by
    unfold optimalExponent
    ring
  have v : -(4 * (1 : ℝ) ^ 2 / (3 * π)) = -4 / (3 * π) := by ring
  obtain ⟨_, h1, h2, h3, h4⟩ := gaussian_variational_minimum (Z := 1) one_pos
  rw [e] at h1 h2 h4
  rw [v] at h1
  rw [h1] at h2 h4
  have h5 : energy 1 (slater 1) = -1 / 2 := by
    rw [h3]
    norm_num
  rw [h5] at h4
  refine ⟨?_, h1, h2, h5, h4⟩
  intro a ha
  rw [energy_gaussian 1 ha]
  unfold trialEnergy
  ring

end

end GaussianHydrogen
```

```lean
#print axioms GaussianHydrogen.hydrogen_gaussian_minimum
```

```
'GaussianHydrogen.hydrogen_gaussian_minimum' depends on axioms: [propext, Classical.choice, Quot.sound]
```
